# Drawing terms in proportion to their magnitudes leaves only sign-cancellation noise in a one-sample estimate of a finite sum

Let f_j be finitely many real numbers, not all zero. Draw one index J with probabilities p_j that are positive wherever f_j is nonzero, and record f_J/p_J as an estimate of ∑_j f_j. The estimate is unbiased, and its variance satisfies

Var(f_J/p_J) ≥ (∑_j |f_j|)² − (∑_j f_j)².

Equality holds for exactly one choice of probabilities:

p_j = |f_j| / ∑_i |f_i|.

The right-hand side of the bound doesn't depend on p. It comes from cancellation between positive and negative terms, and it is zero exactly when no two terms have opposite signs.

## Choosing generation probabilities for a spawning step

In a simple form of projector Monte Carlo in a space of determinants, a walker on determinant k doesn't spawn onto every determinant j that the Hamiltonian H connects to k. Each attempt draws one of them with a generation probability p_j and divides the spawned amplitude by p_j. Here this amplitude is kept as a real number, with no random rounding. The matrix elements of H are written H_jk and taken to be real.

Suppose the outcome of one spawning attempt is measured by its overlap with a fixed real trial vector φ. Up to a common factor from the time step, the quantity being estimated is ∑_j φ_j H_jk, so the terms are f_j = φ_j H_jk, assumed not all zero. For this single scalar sum with real terms and one draw, the bound gives the smallest variance that any admissible generation probabilities can reach, and the best choice is proportional to |φ_j H_jk|. This choice never spawns onto a connected determinant with φ_j = 0. That is harmless for the scalar sum, but it would bias a full projection, which needs those amplitudes too. If |φ_j| has the same nonzero value on all connected determinants, the best choice is proportional to |H_jk|.

Normalising the optimal probabilities takes the sum of all |f_j|, and a code that can afford this can often afford the signed sum too. The bound is then useful as a reference for cheaper probabilities. On a small test system, where all terms can be listed, the excess of the variance over the bound shows how much a better generator could still gain.

## From unbiasedness to the optimal probabilities

Write F = ∑_j f_j and S = ∑_j |f_j|. For a quantity X_j that depends on the drawn index, the mean and variance are

E[X] = ∑_j p_j X_j,

Var(X) = ∑_j p_j (X_j − E[X])².

**The mean.** Take X_j = f_j/p_j. Here and below, a quotient with p_j = 0 is read as 0; such an index is never drawn. If f_j ≠ 0, then p_j > 0 and p_j · (f_j/p_j) = f_j. If f_j = 0, the contribution is zero, which again equals f_j. Summing over j gives E[X] = F. The same argument applied to Y_j = |f_j|/p_j gives E[Y] = S.

**The second moment.** Expand the square around any number m:

∑_j p_j (X_j − m)² = ∑_j p_j X_j² − 2m E[X] + m² ∑_j p_j.

Since the probabilities sum to one, setting m = E[X] gives

Var(X) = E[X²] − E[X]².

**The split.** Squaring removes signs, so X_j² = Y_j² for every j and the two second moments agree. Therefore

Var(X) = E[X²] − F²,

Var(Y) = E[X²] − S².

Subtracting the second line from the first gives

Var(X) = Var(Y) + S² − F².

The first term on the right depends on p and can be reduced by a better choice of probabilities. The remainder, S² − F², is the sign-cancellation noise.

**The minimum.** The reducible part is a sum of nonnegative terms:

Var(Y) = ∑_j p_j (|f_j|/p_j − S)² ≥ 0.

This proves the bound. Equality requires every term to vanish. Where p_j > 0, this means |f_j|/p_j = S, or |f_j| = p_j S. Where p_j = 0, the condition on p forces f_j = 0, so |f_j| = p_j S holds there as well. At least one f_j is nonzero, hence S > 0, and division gives p_j = |f_j|/S for all j.

Conversely, let p_j = |f_j|/S. Each term with p_j > 0 has |f_j|/p_j = S and vanishes, while each term with p_j = 0 vanishes because of its weight. These p_j are nonnegative, sum to S/S = 1, and are positive wherever f_j ≠ 0, so the minimum is attained by a permitted choice.

**The size of the sign noise.** Let P = ∑_j max(f_j, 0) be the total positive weight and N = ∑_j max(−f_j, 0) the total negative weight. Then S = P + N and F = P − N, so

S² − F² = (P + N)² − (P − N)² = 4PN.

This is zero exactly when P = 0 or N = 0, that is, when all terms are ≤ 0 or all are ≥ 0.

## The Lean file

```lean
import Mathlib

open Finset

noncomputable section

namespace SpawningVariance

variable {ι : Type*} [Fintype ι]

/-- The mean of a quantity `X` when the index is drawn with probabilities `p`. -/
def expect (p X : ι → ℝ) : ℝ := ∑ j, p j * X j

/-- The variance of `X`: the mean squared deviation from its mean. -/
def variance (p X : ι → ℝ) : ℝ := expect p (fun j => (X j - expect p X) ^ 2)

/-- The one-sample estimate `f j / p j` of the sum of `f`, recorded when index `j` is drawn;
it is meant for indices with `p j ≠ 0`. -/
def estimator (f p : ι → ℝ) : ι → ℝ := fun j => f j / p j

/-- Probabilities `p` that can reach every nonzero term of `f`. -/
structure Admissible (f p : ι → ℝ) : Prop where
  nonneg : ∀ j, 0 ≤ p j
  sum_one : ∑ j, p j = 1
  pos : ∀ j, f j ≠ 0 → 0 < p j

/-- The sign-cancellation noise `(∑ |f j|)² - (∑ f j)²`. -/
def signNoise (f : ι → ℝ) : ℝ := (∑ j, |f j|) ^ 2 - (∑ j, f j) ^ 2

/-- Spawning probabilities proportional to the magnitudes of the terms, for `f` not
identically zero. -/
def optimal (f : ι → ℝ) : ι → ℝ := fun j => |f j| / ∑ i, |f i|

/-- Admissible probabilities for `f` are admissible for its magnitudes. -/
theorem Admissible.abs {f p : ι → ℝ} (h : Admissible f p) :
    Admissible (fun j => |f j|) p :=
  ⟨h.nonneg, h.sum_one, fun j hj => h.pos j (by simpa using hj)⟩

/-- With admissible probabilities the one-sample estimator is unbiased: its mean is the
full sum. -/
theorem expect_estimator {f p : ι → ℝ} (h : Admissible f p) :
    expect p (estimator f p) = ∑ j, f j := by
  unfold expect estimator
  refine Finset.sum_congr rfl fun j _ => ?_
  by_cases hj : f j = 0
  · simp [hj]
  · have hp : p j ≠ 0 := (h.pos j hj).ne'
    field_simp

/-- For weights that sum to one, the variance is the second moment minus the squared mean. -/
theorem variance_eq {p : ι → ℝ} (hp : ∑ j, p j = 1) (X : ι → ℝ) :
    variance p X = expect p (fun j => X j ^ 2) - expect p X ^ 2 := by
  have key : ∀ m : ℝ, expect p (fun j => (X j - m) ^ 2)
      = expect p (fun j => X j ^ 2) - 2 * m * expect p X + m ^ 2 * ∑ j, p j := by
    intro m
    simp only [expect, Finset.mul_sum, ← Finset.sum_sub_distrib, ← Finset.sum_add_distrib]
    refine Finset.sum_congr rfl fun j _ => ?_
    ring
  unfold variance
  rw [key (expect p X), hp]
  ring

/-- For admissible probabilities, the variance of the estimator is the variance of the
estimator for the magnitudes `|f j|` plus the sign-cancellation noise. -/
theorem variance_decomposition {f p : ι → ℝ} (h : Admissible f p) :
    variance p (estimator f p)
      = variance p (estimator (fun j => |f j|) p) + signNoise f := by
  have habs : expect p (estimator (fun j => |f j|) p) = ∑ j, |f j| :=
    expect_estimator h.abs
  -- squaring removes the signs, so the second moments agree
  have hsq : expect p (fun j => estimator f p j ^ 2)
      = expect p (fun j => estimator (fun i => |f i|) p j ^ 2) := by
    simp only [expect, estimator, div_pow, sq_abs]
  rw [variance_eq h.sum_one (estimator f p),
    variance_eq h.sum_one (estimator (fun j => |f j|) p), expect_estimator h, habs, hsq]
  unfold signNoise
  ring

/-- For terms not all zero and admissible probabilities, the variance of the one-sample
estimator is at least the sign-cancellation noise, with equality exactly when each index is
drawn with probability `|f j| / ∑ |f i|`. -/
theorem optimal_spawning {f p : ι → ℝ} (h : Admissible f p) (hf : ∃ j, f j ≠ 0) :
    signNoise f ≤ variance p (estimator f p) ∧
      (variance p (estimator f p) = signNoise f ↔ p = optimal f) := by
  have hS : 0 < ∑ i, |f i| := by
    obtain ⟨j, hj⟩ := hf
    exact Finset.sum_pos' (fun i _ => abs_nonneg _) ⟨j, Finset.mem_univ j, abs_pos.2 hj⟩
  have habs : expect p (estimator (fun j => |f j|) p) = ∑ j, |f j| :=
    expect_estimator h.abs
  -- the avoidable part of the variance, written as a sum of nonnegative terms
  have hvar : variance p (estimator (fun j => |f j|) p)
      = ∑ j, p j * (|f j| / p j - ∑ i, |f i|) ^ 2 := by
    unfold variance
    rw [habs]
    rfl
  have hterm : ∀ j ∈ Finset.univ, 0 ≤ p j * (|f j| / p j - ∑ i, |f i|) ^ 2 :=
    fun j _ => mul_nonneg (h.nonneg j) (sq_nonneg _)
  rw [variance_decomposition h, hvar]
  refine ⟨by linarith [Finset.sum_nonneg hterm], ?_⟩
  rw [add_eq_right, Finset.sum_eq_zero_iff_of_nonneg hterm]
  constructor
  · intro h0
    funext j
    change p j = |f j| / ∑ i, |f i|
    rw [eq_div_iff hS.ne']
    by_cases hp : p j = 0
    · -- an index that is never drawn carries no weight
      have hfj : f j = 0 := by
        by_contra hne
        exact (h.pos j hne).ne' hp
      simp [hp, hfj]
    · have h1 := (mul_eq_zero.1 (h0 j (Finset.mem_univ j))).resolve_left hp
      have h2 : |f j| / p j = ∑ i, |f i| := sub_eq_zero.1 (pow_eq_zero_iff two_ne_zero |>.1 h1)
      rw [div_eq_iff hp] at h2
      linarith
  · intro hopt j _
    have hpj : p j = |f j| / ∑ i, |f i| := congrFun hopt j
    rw [eq_div_iff hS.ne'] at hpj
    by_cases hp : p j = 0
    · simp [hp]
    · have h2 : |f j| / p j = ∑ i, |f i| := by
        rw [div_eq_iff hp]
        linarith
      rw [h2]
      ring

/-- For terms not all zero, the probabilities proportional to `|f j|` are admissible. -/
theorem optimal_admissible {f : ι → ℝ} (hf : ∃ j, f j ≠ 0) : Admissible f (optimal f) := by
  have hS : 0 < ∑ i, |f i| := by
    obtain ⟨j, hj⟩ := hf
    exact Finset.sum_pos' (fun i _ => abs_nonneg _) ⟨j, Finset.mem_univ j, abs_pos.2 hj⟩
  refine ⟨fun j => div_nonneg (abs_nonneg _) hS.le, ?_,
    fun j hj => div_pos (abs_pos.2 hj) hS⟩
  unfold optimal
  rw [← Finset.sum_div, div_self hS.ne']

/-- The sign-cancellation noise is four times the total positive weight times the total
negative weight. -/
theorem signNoise_eq (f : ι → ℝ) :
    signNoise f = 4 * (∑ j, max (f j) 0) * ∑ j, max (-f j) 0 := by
  have h1 : ∑ j, |f j| = ∑ j, max (f j) 0 + ∑ j, max (-f j) 0 := by
    rw [← Finset.sum_add_distrib]
    refine Finset.sum_congr rfl fun j _ => ?_
    rcases le_total 0 (f j) with hj | hj
    · rw [abs_of_nonneg hj, max_eq_left hj, max_eq_right (by linarith), add_zero]
    · rw [abs_of_nonpos hj, max_eq_right hj, max_eq_left (by linarith), zero_add]
  have h2 : ∑ j, f j = ∑ j, max (f j) 0 - ∑ j, max (-f j) 0 := by
    rw [← Finset.sum_sub_distrib]
    refine Finset.sum_congr rfl fun j _ => ?_
    rcases le_total 0 (f j) with hj | hj
    · rw [max_eq_left hj, max_eq_right (by linarith), sub_zero]
    · rw [max_eq_right hj, max_eq_left (by linarith)]
      ring
  unfold signNoise
  rw [h1, h2]
  ring

/-- For terms not all zero, sampling in proportion to `|f j|` has zero variance exactly when
no two terms have opposite signs. -/
theorem optimal_noiseless_iff {f : ι → ℝ} (hf : ∃ j, f j ≠ 0) :
    variance (optimal f) (estimator f (optimal f)) = 0 ↔
      (∀ j, f j ≤ 0) ∨ (∀ j, 0 ≤ f j) := by
  have hP : ∀ g : ι → ℝ, ∑ j, max (g j) 0 = 0 ↔ ∀ j, g j ≤ 0 := by
    intro g
    rw [Finset.sum_eq_zero_iff_of_nonneg (fun j _ => le_max_right _ _)]
    simp
  have hN : ∑ j, max (-f j) 0 = 0 ↔ ∀ j, -f j ≤ 0 := hP (fun j => -f j)
  rw [(optimal_spawning (optimal_admissible hf) hf).2.2 rfl, signNoise_eq,
    mul_eq_zero, mul_eq_zero, hP f, hN]
  simp

end SpawningVariance
```

```lean
#print axioms SpawningVariance.signNoise_eq
#print axioms SpawningVariance.optimal_noiseless_iff
```

```
'SpawningVariance.signNoise_eq' depends on axioms: [propext, Classical.choice, Quot.sound]
'SpawningVariance.optimal_noiseless_iff' depends on axioms: [propext, Classical.choice, Quot.sound]
```

## What the theorems say about a sampler

The finite type `ι` is the list of possible outcomes, such as the determinants connected to one parent. The functions `f` and `p` hold the terms and the probabilities. `expect` and `variance` are the weighted sums written above, so randomness enters only through the weights. `estimator f p` is the function j ↦ f_j/p_j, `signNoise f` is S² − F², and `optimal f` is j ↦ |f_j|/S.

The structure `Admissible f p` is the contract that a generator has to meet: nonnegative probabilities, total one, and a positive probability for every nonzero term. The last condition says that every nonzero contribution can be reached. If a generator can never propose some j with f_j ≠ 0, the mean of the estimate omits that term. Lean assigns the value 0 to division by zero, but an outcome with p_j = 0 has weight zero, so this convention has no effect on the mean or variance.

The main theorem, `optimal_spawning`, takes admissible probabilities and a family with at least one nonzero term. It states the lower bound together with an equivalence: the variance equals `signNoise f` if and only if `p = optimal f`. This is an equality of functions, so it also fixes the probabilities of the zero terms, which must be zero. Any probability spent on outcomes with f_j = 0 therefore raises the variance above the minimum. `optimal_admissible` adds that the optimal probabilities meet the contract, so the bound is attained.

Two further results help in diagnosis. `variance_decomposition` is the exact split into a reducible part and sign noise, and it needs only admissibility. `optimal_noiseless_iff` says that the optimal sampler has zero variance exactly when all terms are ≤ 0 or all are ≥ 0.

## How the lemmas carry the derivation

`expect_estimator` proves unbiasedness term by term. Its case split on `f j = 0` separates the terms that contribute nothing from those where p_j can be cancelled, which `field_simp` then does. `Admissible.abs` transfers the contract from f to |f|, so the same lemma also gives the mean S.

`variance_eq` first proves the expansion around an arbitrary `m`, under the name `key`, and then inserts the mean. In `variance_decomposition`, the step `hsq` identifies the two second moments by means of `sq_abs`; the rest is the subtraction done above.

In `optimal_spawning`, `hS` establishes S > 0 and `hvar` writes the reducible variance as an explicit sum. The bound follows from the nonnegativity of its terms. For the equality case, `Finset.sum_eq_zero_iff_of_nonneg` turns a vanishing sum into the vanishing of each term. Both directions then split on `p j = 0`, as in the derivation.

`optimal_admissible` checks the three conditions of the contract, with `hS` supplying the nonzero denominator. `signNoise_eq` obtains S = P + N and F = P − N by splitting on the sign of each term, after which `ring` produces 4PN. `optimal_noiseless_iff` replaces the optimal variance by this product and reads off when one of its factors is zero.

## Limits for production runs

The theorems concern one draw from a finite list, with real terms and fixed probabilities. They are statements about real numbers. Rounding, the quality of the random number generator, and any mismatch between the probability a code uses for drawing and the one it divides by have to be tested separately.

The objective is the variance of one scalar sum. A full spawning step produces a vector of amplitudes, and its walkers then undergo death, annihilation and population control. The theorems describe neither these processes nor correlations between successive steps. Nor do they cover codes that round spawned amplitudes at random, for instance to whole walkers. Unbiased rounding can add variance that itself depends on p, and the best probabilities may then no longer be unique. They also leave out the cost of a draw: a generator with a larger variance may still be preferable if it is much cheaper.

The sign noise here is the cancellation within one list of terms. It should not be confused with the fermion sign problem, which concerns how signs affect a whole projection. The bound is also tied to the list itself: if a code adds terms of opposite sign before sampling, it has a different f, and the sign noise has to be evaluated for that new list.
